# With two occupied and two virtual Hadamard orbitals on four points, the OEP condition is two scalar equations

For real orbitals and exact exchange without correlation, the optimised effective potential (OEP) condition asks that the sum over occupied `i` and virtual `a` of `f i a * φ i x * ψ a x / D i a` vanish at every point `x`. Here `f i a` is the Fock matrix element between the two orbitals and `D i a` is their orbital-energy difference, taken to be nonzero. The theorem takes four orthonormal vectors on four points: (1, 1, 1, 1)/2 and (1, -1, 1, -1)/2 are occupied, (1, 1, -1, -1)/2 and (1, -1, -1, 1)/2 are virtual. It says that the condition holds exactly when `f 0 0 / D 0 0 + f 1 1 / D 1 1 = 0` and `f 0 1 / D 0 1 + f 1 0 / D 1 0 = 0`. In the Lean statement `f` and `D` are arbitrary real arrays; zero gaps are not excluded, since Lean takes division by zero to be zero. The attempt uses pointwise products of orbitals to write the sum as a combination of the two virtual orbitals, then reads off the two equations from points 0 and 1, while the converse follows by substitution.

The failing Lean file:

```lean
import Mathlib

open Finset

namespace HadamardOepIff

noncomputable section

variable {O V X : Type*} [Fintype O] [Fintype V]

/-- The left side of the OEP condition at the point `x`, for occupied orbitals `φ`, virtual
orbitals `ψ`, nonzero gaps `D` and occupied-virtual Fock elements `f`. -/
def oepResidual (φ : O → X → ℝ) (ψ : V → X → ℝ) (D f : O → V → ℝ) (x : X) : ℝ :=
  ∑ i, ∑ a, f i a * φ i x * ψ a x / D i a

/-- The four Hadamard orbitals on four points. -/
def hadamard : Fin 4 → Fin 4 → ℝ :=
  ![![1/2, 1/2, 1/2, 1/2], ![1/2, -1/2, 1/2, -1/2],
    ![1/2, 1/2, -1/2, -1/2], ![1/2, -1/2, -1/2, 1/2]]

/-- With the first two Hadamard orbitals occupied and the last two virtual, the OEP condition
at the four points amounts to two scalar equations for the ratios `f_ia / D_ia`. -/
theorem hadamard_oep_iff (D f : Fin 2 → Fin 2 → ℝ) :
    (∀ x, oepResidual ![hadamard 0, hadamard 1] ![hadamard 2, hadamard 3] D f x = 0) ↔
      f 0 0 / D 0 0 + f 1 1 / D 1 1 = 0 ∧ f 0 1 / D 0 1 + f 1 0 / D 1 0 = 0 := by
  -- products of Hadamard orbitals are again Hadamard orbitals
  have key : ∀ x, oepResidual ![hadamard 0, hadamard 1] ![hadamard 2, hadamard 3] D f x =
      1 / 2 * (hadamard 2 x * (f 0 0 / D 0 0 + f 1 1 / D 1 1) +
        hadamard 3 x * (f 0 1 / D 0 1 + f 1 0 / D 1 0)) := by
    intro x
    have h0 : hadamard 0 x = 1 / 2 := by fin_cases x <;> norm_num [hadamard]
    have h12 : hadamard 1 x * hadamard 2 x = hadamard 3 x / 2 := by
      fin_cases x <;> norm_num [hadamard]
    have h13 : hadamard 1 x * hadamard 3 x = hadamard 2 x / 2 := by
      fin_cases x <;> norm_num [hadamard]
    simp only [oepResidual, Fin.sum_univ_two]
    change f 0 0 * hadamard 0 x * hadamard 2 x / D 0 0 +
      f 0 1 * hadamard 0 x * hadamard 3 x / D 0 1 +
      (f 1 0 * hadamard 1 x * hadamard 2 x / D 1 0 +
      f 1 1 * hadamard 1 x * hadamard 3 x / D 1 1) = _
    rw [h0]
    linear_combination (f 1 0 / D 1 0) * h12 + (f 1 1 / D 1 1) * h13
  constructor
  · intro h
    have h0 := h 0
    have h1 := h 1
    rw [key, show hadamard 2 0 = 1 / 2 from rfl, show hadamard 3 0 = 1 / 2 from rfl] at h0
    rw [key, show hadamard 2 1 = 1 / 2 from rfl, show hadamard 3 1 = -1 / 2 from rfl] at h1
    constructor
    · linear_combination 2 * h0 + 2 * h1
    · linear_combination 2 * h0 - 2 * h1
  · rintro ⟨hA, hB⟩ x
    rw [key, hA, hB]
    ring

end

end HadamardOepIff
```

Compiling this gives:

```
Main.lean:32:65: error: unsolved goals
case «0»
D f : Fin 2 → Fin 2 → ℝ
h0 : hadamard 0 ((fun i => i) ⟨0, ⋯⟩) = 1 / 2
⊢ 1 / 2 *
      Matrix.vecCons (1 / 2) (fun i => Matrix.vecCons (1 / 2) (fun i => Matrix.vecCons (1 / 2) (fun i => 1 / 2) i) i)
        2 =
    Matrix.vecCons (1 / 2) (fun i => Matrix.vecCons (1 / 2) (fun i => Matrix.vecCons (1 / 2) (fun i => 1 / 2) i) i) 3 /
      2

case «1»
D f : Fin 2 → Fin 2 → ℝ
h0 : hadamard 0 ((fun i => i) ⟨1, ⋯⟩) = 1 / 2
⊢ -(1 / 2 *
        Matrix.vecCons (1 / 2)
          (fun i => Matrix.vecCons (-(1 / 2)) (fun i => Matrix.vecCons (1 / 2) (fun i => -(1 / 2)) i) i) 2) =
    Matrix.vecCons (1 / 2)
        (fun i => Matrix.vecCons (-(1 / 2)) (fun i => Matrix.vecCons (1 / 2) (fun i => -(1 / 2)) i) i) 3 /
      2

case «2»
D f : Fin 2 → Fin 2 → ℝ
h0 : hadamard 0 ((fun i => i) ⟨2, ⋯⟩) = 1 / 2
⊢ 1 / 2 *
      Matrix.vecCons (1 / 2)
        (fun i => Matrix.vecCons (1 / 2) (fun i => Matrix.vecCons (-(1 / 2)) (fun i => -(1 / 2)) i) i) 2 =
    Matrix.vecCons (1 / 2)
        (fun i => Matrix.vecCons (1 / 2) (fun i => Matrix.vecCons (-(1 / 2)) (fun i => -(1 / 2)) i) i) 3 /
      2

case «3»
D f : Fin 2 → Fin 2 → ℝ
h0 : hadamard 0 ((fun i => i) ⟨3, ⋯⟩) = 1 / 2
⊢ -(1 / 2 *
        Matrix.vecCons (1 / 2)
          (fun i => Matrix.vecCons (-(1 / 2)) (fun i => Matrix.vecCons (-(1 / 2)) (fun i => 1 / 2) i) i) 2) =
    Matrix.vecCons (1 / 2)
        (fun i => Matrix.vecCons (-(1 / 2)) (fun i => Matrix.vecCons (-(1 / 2)) (fun i => 1 / 2) i) i) 3 /
      2
Main.lean:34:65: error: unsolved goals
case «0»
D f : Fin 2 → Fin 2 → ℝ
h0 : hadamard 0 ((fun i => i) ⟨0, ⋯⟩) = 1 / 2
h12 : hadamard 1 ((fun i => i) ⟨0, ⋯⟩) * hadamard 2 ((fun i => i) ⟨0, ⋯⟩) = hadamard 3 ((fun i => i) ⟨0, ⋯⟩) / 2
⊢ 1 / 2 *
      Matrix.vecCons (1 / 2) (fun i => Matrix.vecCons (1 / 2) (fun i => Matrix.vecCons (1 / 2) (fun i => 1 / 2) i) i)
        3 =
    Matrix.vecCons (1 / 2) (fun i => Matrix.vecCons (1 / 2) (fun i => Matrix.vecCons (1 / 2) (fun i => 1 / 2) i) i) 2 /
      2

case «1»
D f : Fin 2 → Fin 2 → ℝ
h0 : hadamard 0 ((fun i => i) ⟨1, ⋯⟩) = 1 / 2
h12 : hadamard 1 ((fun i => i) ⟨1, ⋯⟩) * hadamard 2 ((fun i => i) ⟨1, ⋯⟩) = hadamard 3 ((fun i => i) ⟨1, ⋯⟩) / 2
⊢ -(1 / 2 *
        Matrix.vecCons (1 / 2)
          (fun i => Matrix.vecCons (-(1 / 2)) (fun i => Matrix.vecCons (1 / 2) (fun i => -(1 / 2)) i) i) 3) =
    Matrix.vecCons (1 / 2)
        (fun i => Matrix.vecCons (-(1 / 2)) (fun i => Matrix.vecCons (1 / 2) (fun i => -(1 / 2)) i) i) 2 /
      2

case «2»
D f : Fin 2 → Fin 2 → ℝ
h0 : hadamard 0 ((fun i => i) ⟨2, ⋯⟩) = 1 / 2
h12 : hadamard 1 ((fun i => i) ⟨2, ⋯⟩) * hadamard 2 ((fun i => i) ⟨2, ⋯⟩) = hadamard 3 ((fun i => i) ⟨2, ⋯⟩) / 2
⊢ 1 / 2 *
      Matrix.vecCons (1 / 2)
        (fun i => Matrix.vecCons (1 / 2) (fun i => Matrix.vecCons (-(1 / 2)) (fun i => -(1 / 2)) i) i) 3 =
    Matrix.vecCons (1 / 2)
        (fun i => Matrix.vecCons (1 / 2) (fun i => Matrix.vecCons (-(1 / 2)) (fun i => -(1 / 2)) i) i) 2 /
      2

case «3»
D f : Fin 2 → Fin 2 → ℝ
h0 : hadamard 0 ((fun i => i) ⟨3, ⋯⟩) = 1 / 2
h12 : hadamard 1 ((fun i => i) ⟨3, ⋯⟩) * hadamard 2 ((fun i => i) ⟨3, ⋯⟩) = hadamard 3 ((fun i => i) ⟨3, ⋯⟩) / 2
⊢ -(1 / 2 *
        Matrix.vecCons (1 / 2)
          (fun i => Matrix.vecCons (-(1 / 2)) (fun i => Matrix.vecCons (-(1 / 2)) (fun i => 1 / 2) i) i) 3) =
    Matrix.vecCons (1 / 2)
        (fun i => Matrix.vecCons (-(1 / 2)) (fun i => Matrix.vecCons (-(1 / 2)) (fun i => 1 / 2) i) i) 2 /
      2
```

Cause. Both errors are in the product identities `h12` and `h13`, where `norm_num [hadamard]` leaves a goal open at each of the four points. Unfolding `hadamard` gives a vector of rows with two indices to evaluate, the orbital and the point. In the goals left over, the point has already been applied inside the rows, but the orbital index, 2 or 3, still stands outside a `Matrix.vecCons` whose tail is a function `fun i => ...` and no longer a plain vector literal. The simplifier did not read entries 2 and 3 from that form, so the arithmetic could not finish.

The repair states rows 1, 2 and 3 as explicit vectors in `r1`, `r2` and `r3`, each proved by `rfl`, and rewrites with them before splitting into points. Only the point index is then left, applied to a plain vector of numbers, and `norm_num` closes every case without unfolding `hadamard`. The changed comment is mere tidying: it adds the factor of one half.

As a diff, the version that Lean accepts:

```diff
@@ -24,5 +24,5 @@
     (∀ x, oepResidual ![hadamard 0, hadamard 1] ![hadamard 2, hadamard 3] D f x = 0) ↔
       f 0 0 / D 0 0 + f 1 1 / D 1 1 = 0 ∧ f 0 1 / D 0 1 + f 1 0 / D 1 0 = 0 := by
-  -- products of Hadamard orbitals are again Hadamard orbitals
+  -- the product of two Hadamard orbitals is half a Hadamard orbital
   have key : ∀ x, oepResidual ![hadamard 0, hadamard 1] ![hadamard 2, hadamard 3] D f x =
       1 / 2 * (hadamard 2 x * (f 0 0 / D 0 0 + f 1 1 / D 1 1) +
@@ -30,8 +30,13 @@
     intro x
     have h0 : hadamard 0 x = 1 / 2 := by fin_cases x <;> norm_num [hadamard]
+    have r1 : hadamard 1 = ![1/2, -1/2, 1/2, -1/2] := rfl
+    have r2 : hadamard 2 = ![1/2, 1/2, -1/2, -1/2] := rfl
+    have r3 : hadamard 3 = ![1/2, -1/2, -1/2, 1/2] := rfl
     have h12 : hadamard 1 x * hadamard 2 x = hadamard 3 x / 2 := by
-      fin_cases x <;> norm_num [hadamard]
+      rw [r1, r2, r3]
+      fin_cases x <;> norm_num
     have h13 : hadamard 1 x * hadamard 3 x = hadamard 2 x / 2 := by
-      fin_cases x <;> norm_num [hadamard]
+      rw [r1, r2, r3]
+      fin_cases x <;> norm_num
     simp only [oepResidual, Fin.sum_univ_two]
     change f 0 0 * hadamard 0 x * hadamard 2 x / D 0 0 +
```
